# Finite-dimensional complex irreps of a commutative group have dimension one

Let a mirror $\sigma$ swap two orthonormal orbitals $\varphi_0$ and $\varphi_1$. The combinations $\varphi_\pm=(\varphi_0\pm\varphi_1)/\sqrt2$ satisfy $\sigma\varphi_\pm=\pm\varphi_\pm$. If a second operation $\tau$ maps the plane of $\varphi_0$ and $\varphi_1$ into itself and commutes with $\sigma$, then

$$\sigma(\tau\varphi_\pm)=\tau(\sigma\varphi_\pm)=\pm\,\tau\varphi_\pm ,$$

so $\tau\varphi_\pm$ stays on the line of $\varphi_\pm$. The plane splits into two invariant lines and is not irreducible. In general, commuting operations preserve each other's eigenspaces, and an irrep has no room for a smaller nonzero invariant subspace.

## Symmetry operations and irreps

```lean
import Mathlib

open Module
open scoped InnerProductSpace

namespace AbelianPointGroups

section Schur

variable {G A V : Type*} [Group G] [CommGroup A] [AddCommGroup V] [Module ℂ V]
```

`G` is any group, `A` a commutative one, and `V` a complex vector space of states.

```lean
/-- The subspace `W` is mapped into itself by every symmetry operation. -/
def Invariant (ρ : Representation ℂ G V) (W : Submodule ℂ V) : Prop :=
  ∀ g, ∀ x ∈ W, ρ g x ∈ W
```

A `Representation` assigns to each operation $g$ a linear map $\rho(g)$, with $\rho(1)=1$ and $\rho(gh)=\rho(g)\rho(h)$. Lean writes $\rho(g)x$ as `ρ g x`. The subspace $W$ is invariant if $\rho(g)x\in W$ for all $g$ and all $x\in W$.

```lean
/-- `W` is a nonzero invariant subspace whose only invariant subspaces are 0 and `W`. -/
structure IsIrrep (ρ : Representation ℂ G V) (W : Submodule ℂ V) : Prop where
  invariant : Invariant ρ W
  ne_bot : W ≠ ⊥
  minimal : ∀ U ≤ W, Invariant ρ U → U = ⊥ ∨ U = W
```

An irrep is a subspace $W$ of $V$ that is invariant, nonzero, and minimal. Here `⊥` is the zero subspace and `≤` means inclusion.

```lean
/-- The state `x` is multiplied by a number under every symmetry operation. -/
def Adapted (ρ : Representation ℂ G V) (x : V) : Prop :=
  ∀ g, ∃ c : ℂ, ρ g x = c • x
```

A state is adapted if $\rho(g)x=c(g)\,x$ for every $g$, with a number $c(g)$ that may depend on $g$.

## Schur's lemma and its commutative case

```lean
variable [FiniteDimensional ℂ V]

/-- Schur's lemma in a finite-dimensional space: an operator that preserves an irrep and commutes
there with all symmetry operations acts on it as a number. -/
theorem schur {ρ : Representation ℂ G V} {W : Submodule ℂ V} (h : IsIrrep ρ W)
    (T : V →ₗ[ℂ] V) (hT : ∀ x ∈ W, T x ∈ W)
    (hc : ∀ g, ∀ x ∈ W, T (ρ g x) = ρ g (T x)) : ∃ c : ℂ, ∀ x ∈ W, T x = c • x := by
  have : Nontrivial W := Submodule.nontrivial_iff_ne_bot.mpr h.ne_bot
  obtain ⟨c, hcv⟩ := Module.End.exists_eigenvalue (T.restrict hT)
  obtain ⟨v, hv⟩ := hcv.exists_hasEigenvector
  have hv1 : T v = c • (v : V) := congrArg Subtype.val hv.apply_eq_smul
  -- the eigenspace inside W is invariant
  have hinv : Invariant ρ (W ⊓ Module.End.eigenspace T c) := by
    rintro g x ⟨hx, hx'⟩
    have e := Module.End.mem_eigenspace_iff.mp hx'
    exact ⟨h.invariant g x hx,
      Module.End.mem_eigenspace_iff.mpr (by rw [hc g x hx, e, map_smul])⟩
  have hvm : (v : V) ∈ W ⊓ Module.End.eigenspace T c :=
    ⟨v.2, Module.End.mem_eigenspace_iff.mpr hv1⟩
  rcases h.minimal _ inf_le_left hinv with hb | ht
  · rw [hb] at hvm
    exact absurd (Subtype.ext ((Submodule.mem_bot ℂ).mp hvm)) hv.2
  · refine ⟨c, fun x hx => ?_⟩
    rw [← ht] at hx
    exact Module.End.mem_eigenspace_iff.mp hx.2
```

From here on $V$ is finite-dimensional. Let $T$ map the irrep $W$ into itself and commute there with every $\rho(g)$. Since $W$ is nonzero, finite-dimensional and complex, $T$ has an eigenvector $v\in W$ with some eigenvalue $c$. Put $E=\{x\in W: Tx=cx\}$. For $x\in E$,

$$T\rho(g)x=\rho(g)Tx=c\,\rho(g)x ,$$

so $E$ is invariant; this is `hinv`. Minimality leaves $E=0$ or $E=W$, the two cases of `rcases`. The first contradicts $v\neq0$, so $T=c$ on $W$. This is the part of Schur's lemma about operators from an irrep to itself; maps between different irreps are not treated.

```lean
/-- In a finite-dimensional space, every irrep of a commutative group has dimension one, and each of
its states is multiplied by a number under every operation. -/
theorem irrep_one_dimensional {ρ : Representation ℂ A V} {W : Submodule ℂ V}
    (h : IsIrrep ρ W) : finrank ℂ W = 1 ∧ ∀ x ∈ W, Adapted ρ x := by
  have hs : ∀ x ∈ W, Adapted ρ x := fun x hx g => by
    obtain ⟨c, hc⟩ := schur h (ρ g) (h.invariant g) (fun k y _ => by
      rw [← Module.End.mul_apply, ← map_mul, mul_comm, map_mul, Module.End.mul_apply])
    exact ⟨c, hc x hx⟩
  refine ⟨?_, hs⟩
  obtain ⟨v, hv, hv0⟩ := W.ne_bot_iff.mp h.ne_bot
  -- the line through v is invariant, hence all of W
  have hl : Invariant ρ (Submodule.span ℂ {v}) := by
    intro g x hx
    obtain ⟨a, rfl⟩ := Submodule.mem_span_singleton.mp hx
    obtain ⟨c, hc⟩ := hs v hv g
    rw [map_smul, hc]
    exact Submodule.smul_mem _ _ (Submodule.smul_mem _ _ (Submodule.mem_span_singleton_self v))
  rcases h.minimal _ ((Submodule.span_singleton_le_iff_mem v W).mpr hv) hl with hb | hW
  · exact absurd (Submodule.span_singleton_eq_bot.mp hb) hv0
  · rw [← hW]
    exact finrank_span_singleton hv0
```

In a commutative group, $\rho(g)\rho(k)=\rho(gk)=\rho(kg)=\rho(k)\rho(g)$, so `schur` applies to $T=\rho(g)$ itself. Every state in $W$ is therefore adapted (`hs`). Take $v\neq0$ in $W$. Its line is invariant (`hl`), so by minimality it is all of $W$, and `finrank`, the dimension, is 1.

```lean
/-- A nonzero finite-dimensional representation space of a commutative group with no invariant
subspace except 0 and the whole space has dimension one. -/
theorem finrank_eq_one_of_irreducible [Nontrivial V] (ρ : Representation ℂ A V)
    (h : ∀ U, Invariant ρ U → U = ⊥ ∨ U = ⊤) : finrank ℂ V = 1 := by
  have hi : IsIrrep ρ ⊤ := ⟨fun _ _ _ => Submodule.mem_top, top_ne_bot, fun U _ hU => h U hU⟩
  have h1 := (irrep_one_dimensional hi).1
  rwa [finrank_top] at h1
```

This is the case where the irrep is the whole space, written `⊤`. `Nontrivial V` says that $V\neq0$.

```lean
/-- In a finite-dimensional space, every nonzero invariant subspace contains an irrep. -/
theorem exists_irrep (ρ : Representation ℂ G V) (W : Submodule ℂ V)
    (hW : Invariant ρ W) (h0 : W ≠ ⊥) : ∃ U ≤ W, IsIrrep ρ U := by
  induction hn : finrank ℂ W using Nat.strong_induction_on generalizing W with
  | _ n ih =>
    by_cases h : ∀ U ≤ W, Invariant ρ U → U = ⊥ ∨ U = W
    · exact ⟨W, le_rfl, hW, h0, h⟩
    · push Not at h
      obtain ⟨U, hUW, hU, hU0, hne⟩ := h
      have hlt := Submodule.finrank_lt_finrank_of_lt (lt_of_le_of_ne hUW hne)
      obtain ⟨Z, hZ, hi⟩ := ih _ (hn ▸ hlt) U hU hU0 rfl
      exact ⟨Z, hZ.trans hUW, hi⟩
```

For any group, a nonzero invariant $W$ either is an irrep or contains a smaller nonzero invariant subspace. Repeat the argument with the smaller one. The dimension drops each time, so the search ends; in Lean this is strong induction on the dimension.

## D2h and C2v

```lean
/-- The point group D2h: independent sign changes of the coordinates x, y, z. -/
abbrev D2h := Fin 3 → ℤˣ
```

`ℤˣ` is $\{1,-1\}$, so an element of `D2h` is a triple of signs $(s_0,s_1,s_2)$ for $x,y,z$. There are eight, and $(-1,-1,-1)$ is the inversion.

```lean
/-- The point group C2v: the operations of D2h that leave z unchanged. -/
def C2v : Subgroup D2h := (Pi.evalMonoidHom (fun _ : Fin 3 => ℤˣ) 2).ker
```

`C2v` consists of the triples with $s_2=1$: the identity, two mirrors, and the twofold rotation about $z$.

```lean
/-- An irrep of D2h or of any of its subgroups has dimension one, and each operation acts
on it as +1 or as -1. -/
theorem D2h_subgroup_irrep (P : Subgroup D2h) {ρ : Representation ℂ P V}
    {W : Submodule ℂ V} (h : IsIrrep ρ W) : finrank ℂ W = 1 ∧
      ∀ g, (∀ x ∈ W, ρ g x = x) ∨ (∀ x ∈ W, ρ g x = -x) := by
  refine ⟨(irrep_one_dimensional h).1, fun g => ?_⟩
  obtain ⟨c, hc⟩ := schur h (ρ g) (h.invariant g) (fun k y _ => by
    rw [← Module.End.mul_apply, ← map_mul, mul_comm, map_mul, Module.End.mul_apply])
  obtain ⟨v, hv, hv0⟩ := W.ne_bot_iff.mp h.ne_bot
  have hg : g * g = 1 := Subtype.ext (funext fun i => Int.units_mul_self _)
  -- applying the operation twice gives c * c = 1
  have h2 : (c * c) • v = (1 : ℂ) • v := by
    rw [mul_smul, ← hc v hv, ← map_smul, ← hc v hv, ← Module.End.mul_apply, ← map_mul, hg,
      map_one, Module.End.one_apply, one_smul]
  rcases mul_self_eq_one_iff.mp (smul_left_injective ℂ hv0 h2) with h1 | h1
  · exact Or.inl fun x hx => by rw [hc x hx, h1, one_smul]
  · exact Or.inr fun x hx => by rw [hc x hx, h1, neg_one_smul]
```

`P` is any subgroup of D2h, including D2h itself. By `schur`, $\rho(g)$ acts on the irrep as a number $c$. Since $g^2=1$, applying it twice to $v\neq0$ gives $c^2v=v$, hence $c=\pm1$. These are the signs in the character tables.

A neighbouring result, which has no theorem in this file, follows by the same argument: in any point group containing the inversion, commutative or not, the inversion commutes with everything and squares to the identity, so each finite-dimensional complex irrep is either gerade or ungerade.

```lean
/-- Every irrep of C2v has dimension one. -/
theorem C2v_irrep {ρ : Representation ℂ C2v V} {W : Submodule ℂ V} (h : IsIrrep ρ W) :
    finrank ℂ W = 1 :=
  (D2h_subgroup_irrep C2v h).1

end Schur
```

This is the first half of the previous theorem with `P` equal to `C2v`.

## A Hamiltonian without degenerate levels

```lean
section Hamiltonian

variable {A V : Type*} [CommGroup A] [NormedAddCommGroup V] [InnerProductSpace ℂ V]

/-- Every symmetry operation preserves the inner product. -/
def IsUnitary (ρ : Representation ℂ A V) : Prop :=
  ∀ g x y, ⟪ρ g x, ρ g y⟫_ℂ = ⟪x, y⟫_ℂ
```

`V` now carries an inner product, and the two existence theorems below assume that it is finite-dimensional. Unitarity means $\langle\rho(g)x,\rho(g)y\rangle=\langle x,y\rangle$.

```lean
/-- A unitary representation of a commutative group has an orthonormal basis of states that
are multiplied by a number under every operation. -/
theorem exists_adapted_basis [FiniteDimensional ℂ V] (ρ : Representation ℂ A V)
    (hρ : IsUnitary ρ) :
    ∃ b : OrthonormalBasis (Fin (finrank ℂ V)) ℂ V, ∀ k, Adapted ρ (b k) := by
  have key : ∀ n ≤ finrank ℂ V, ∃ v : Fin n → V, Orthonormal ℂ v ∧ ∀ k, Adapted ρ (v k) := by
    intro n
    induction n with
    | zero =>
      exact fun _ => ⟨Fin.elim0, ⟨fun k => k.elim0, fun k => k.elim0⟩, fun k => k.elim0⟩
    | succ n ih =>
      intro hn
      obtain ⟨v, ho, hv⟩ := ih (by omega)
      have h0 : (Submodule.span ℂ (Set.range v))ᗮ ≠ ⊥ := by
        intro hb
        have hc := finrank_range_le_card (R := ℂ) v
        rw [Set.finrank, Submodule.orthogonal_eq_bot_iff.mp hb, finrank_top,
          Fintype.card_fin] at hc
        omega
      -- the orthogonal complement is invariant
      have hi : Invariant ρ (Submodule.span ℂ (Set.range v))ᗮ := by
        intro g y hy
        rw [Submodule.mem_orthogonal]
        intro u hu
        induction hu using Submodule.span_induction with
        | mem u hu =>
          obtain ⟨k, rfl⟩ := hu
          obtain ⟨c, hc⟩ := hv k g⁻¹
          have h1 := hρ g (ρ g⁻¹ (v k)) y
          rw [← Module.End.mul_apply, ← map_mul, mul_inv_cancel, map_one,
            Module.End.one_apply, hc, inner_smul_left,
            (Submodule.mem_orthogonal _ _).mp hy _ (Submodule.subset_span ⟨k, rfl⟩),
            mul_zero] at h1
          exact h1
        | zero => exact inner_zero_left _
        | add a b _ _ ha hb => rw [inner_add_left, ha, hb, add_zero]
        | smul c a _ ha => rw [inner_smul_left, ha, mul_zero]
      obtain ⟨U, hU, hirr⟩ := exists_irrep ρ _ hi h0
      obtain ⟨x, hx, hx0⟩ := U.ne_bot_iff.mp hirr.ne_bot
      obtain ⟨e, he, heU⟩ : ∃ e : V, ‖e‖ = 1 ∧ e ∈ U :=
        ⟨((‖x‖ : ℂ)⁻¹) • x, norm_smul_inv_norm hx0, U.smul_mem _ hx⟩
      have hve : ∀ k, ⟪v k, e⟫_ℂ = 0 := fun k =>
        (Submodule.mem_orthogonal _ _).mp (hU heU) _ (Submodule.subset_span ⟨k, rfl⟩)
      refine ⟨(Fin.cons e v : Fin (n + 1) → V), ⟨fun k => ?_, fun i j hij => ?_⟩, fun k => ?_⟩
      · exact Fin.cases he ho.1 k
      · induction i using Fin.cases with
        | zero =>
          induction j using Fin.cases with
          | zero => exact absurd rfl hij
          | succ j => exact inner_eq_zero_symm.mp (hve j)
        | succ i =>
          induction j using Fin.cases with
          | zero => exact hve i
          | succ j =>
            have hne : i ≠ j := fun h => hij (congrArg Fin.succ h)
            exact ho.2 hne
      · exact Fin.cases ((irrep_one_dimensional hirr).2 e heU) hv k
  obtain ⟨v, ho, hv⟩ := key _ le_rfl
  refine ⟨OrthonormalBasis.mk ho
    (ho.linearIndependent.span_eq_top_of_card_eq_finrank' (by simp)).ge, fun k => ?_⟩
  rw [OrthonormalBasis.coe_mk]
  exact hv k
```

Build the basis one state at a time. Suppose $n<\dim V$ orthonormal adapted states $v_k$ have been found, and let $y$ be orthogonal to all of them. With $\rho(g^{-1})v_k=c\,v_k$,

$$\langle v_k,\rho(g)y\rangle=\langle\rho(g^{-1})v_k,y\rangle=\bar c\,\langle v_k,y\rangle=0 .$$

So the orthogonal complement is invariant (`hi`). It is nonzero and contains an irrep by `exists_irrep`. A unit vector `e` of that irrep is adapted by `irrep_one_dimensional`, and it joins the list. The induction `key` runs this up to $n=\dim V$.

```lean
/-- For a unitary representation of a commutative group there is a Hermitian Hamiltonian that
commutes with every operation and has no degenerate level. -/
theorem exists_nondegenerate_hamiltonian [FiniteDimensional ℂ V] (ρ : Representation ℂ A V)
    (hρ : IsUnitary ρ) : ∃ H : V →ₗ[ℂ] V, H.IsSymmetric ∧
      (∀ g x, H (ρ g x) = ρ g (H x)) ∧
      ∀ μ : ℂ, finrank ℂ (Module.End.eigenspace H μ) ≤ 1 := by
  obtain ⟨b, hb⟩ := exists_adapted_basis ρ hρ
  -- the k-th basis state gets energy k
  obtain ⟨H, hH⟩ : ∃ H : V →ₗ[ℂ] V, ∀ k, H (b k) = ((k : ℕ) : ℂ) • b k :=
    ⟨b.toBasis.constr ℂ (fun k => ((k : ℕ) : ℂ) • b k), fun k => by
      simp⟩
  have hco : ∀ k x, ⟪b k, H x⟫_ℂ = ((k : ℕ) : ℂ) * ⟪b k, x⟫_ℂ := by
    intro k x
    have h1 : (innerSL ℂ (b k)).toLinearMap ∘ₗ H =
        ((k : ℕ) : ℂ) • (innerSL ℂ (b k)).toLinearMap := b.toBasis.ext fun j => by
      rcases eq_or_ne k j with rfl | h
      · simp [hH, inner_smul_right]
      · simp [hH, inner_smul_right, b.orthonormal.2 h]
    simpa using LinearMap.congr_fun h1 x
  refine ⟨H, fun x y => ?_, fun g x => ?_, fun μ => ?_⟩
  · rw [← b.sum_inner_mul_inner (H x) y, ← b.sum_inner_mul_inner x (H y)]
    refine Finset.sum_congr rfl fun k _ => ?_
    rw [← inner_conj_symm (H x) (b k), hco, hco, map_mul, inner_conj_symm, map_natCast]
    ring
  · have h1 : H ∘ₗ ρ g = ρ g ∘ₗ H := b.toBasis.ext fun k => by
      obtain ⟨c, hc⟩ := hb k g
      rw [OrthonormalBasis.coe_toBasis, LinearMap.comp_apply, LinearMap.comp_apply,
        hc, map_smul, hH, map_smul, hc, smul_comm]
    exact LinearMap.congr_fun h1 x
  · -- an eigenvector has no component along states of another energy
    have hz : ∀ x ∈ Module.End.eigenspace H μ, ∀ k : Fin (finrank ℂ V),
        ((k : ℕ) : ℂ) ≠ μ → ⟪b k, x⟫_ℂ = 0 := by
      intro x hx k hk
      have h1 := hco k x
      rw [Module.End.mem_eigenspace_iff.mp hx, inner_smul_right] at h1
      refine (mul_eq_zero.mp ?_).resolve_left (sub_ne_zero.mpr hk)
      linear_combination -h1
    by_cases hk : ∃ k : Fin (finrank ℂ V), ((k : ℕ) : ℂ) = μ
    · obtain ⟨k, hk⟩ := hk
      have hle : Module.End.eigenspace H μ ≤ Submodule.span ℂ {b k} := by
        intro x hx
        have hs : ∑ j, ⟪b j, x⟫_ℂ • b j = ⟪b k, x⟫_ℂ • b k := by
          refine Finset.sum_eq_single k (fun j _ hj => ?_)
            (fun h => absurd (Finset.mem_univ k) h)
          rw [hz x hx j (fun h => hj (Fin.ext (Nat.cast_injective (h.trans hk.symm)))), zero_smul]
        exact Submodule.mem_span_singleton.mpr ⟨⟪b k, x⟫_ℂ, hs.symm.trans (b.sum_repr' x)⟩
      exact (Submodule.finrank_mono hle).trans
        (finrank_span_singleton (b.orthonormal.ne_zero k)).le
    · have hbot : Module.End.eigenspace H μ = ⊥ := by
        refine (Submodule.eq_bot_iff _).mpr fun x hx => ?_
        rw [← b.sum_repr' x]
        exact Finset.sum_eq_zero fun j _ => by rw [hz x hx j (fun h => hk ⟨j, h⟩), zero_smul]
      rw [hbot, finrank_bot]
      exact zero_le_one
```

Give the adapted basis state $b_k$ the energy $k$, so that $Hb_k=k\,b_k$ for $k=0,\dots,\dim V-1$. Then $\langle b_k,Hx\rangle=k\langle b_k,x\rangle$ (`hco`), and the three claims follow:

- $H$ is Hermitian: $\langle Hx,y\rangle=\sum_k k\,\langle x,b_k\rangle\langle b_k,y\rangle=\langle x,Hy\rangle$.
- $H$ commutes with the group: if $\rho(g)b_k=c\,b_k$, then $H\rho(g)b_k=ck\,b_k=\rho(g)Hb_k$.
- No level is degenerate: $Hx=\mu x$ gives $(k-\mu)\langle b_k,x\rangle=0$, so $x$ has a component only along the $b_k$ with $k=\mu$, if there is one.

The theorem says that such an $H$ exists; other symmetric Hamiltonians, such as $H=0$, can be degenerate. In a finite-dimensional model with unitary C2v or D2h symmetry, a degeneracy is thus accidental or has a source beyond these operations. Half-integer spin is not covered, because its twofold rotations about perpendicular axes anticommute, and so do its reflections in perpendicular planes.

The Hamiltonian could also have been modelled as a real symmetric matrix, which changes the answer for some commutative groups. If $\begin{pmatrix}a&b\\b&d\end{pmatrix}$ commutes with the fourfold rotation of the plane, then $a=d$ and $b=-b$, so the two levels coincide although the rotation group C4 is commutative.

## Three p orbitals, and a contrast in C4v

```lean
/-- The vector representation of D2h: each component is multiplied by its sign. -/
noncomputable def vectorRep : Representation ℂ D2h (EuclideanSpace ℂ (Fin 3)) where
  toFun s :=
    { toFun := fun v => WithLp.toLp 2 fun i => ((s i : ℤ) : ℂ) * v i
      map_add' := fun v w => by ext i; simp [mul_add]
      map_smul' := fun c v => by ext i; simp [mul_left_comm] }
  map_one' := by ext v i; simp
  map_mul' s t := by ext v i; simp [mul_assoc]
```

The operation $s$ acts on $\mathbb C^3$ by $(\rho(s)v)_i=s_iv_i$, as on $p_x,p_y,p_z$.

```lean
/-- The vector representation of D2h is unitary. -/
theorem vectorRep_unitary_witness : IsUnitary vectorRep := by
  intro s x y
  rw [PiLp.inner_apply, PiLp.inner_apply]
  refine Finset.sum_congr rfl fun i _ => ?_
  rcases Int.units_eq_one_or (s i) with h | h <;> simp [vectorRep, h]

end Hamiltonian
```

Since $s_i^2=1$, each term $\overline{s_ix_i}\,s_iy_i$ equals $\bar x_iy_i$, and the representation is unitary. The previous theorem then applies: D2h allows three different p energies.

```lean
/-- A two-level Hamiltonian that commutes with the fourfold rotation and a mirror reflection
of the plane is a multiple of the identity. -/
theorem C4v_forces_degeneracy (H : Matrix (Fin 2) (Fin 2) ℂ)
    (hr : H * !![0, -1; 1, 0] = !![0, -1; 1, 0] * H)
    (hm : H * !![1, 0; 0, -1] = !![1, 0; 0, -1] * H) : H = H 0 0 • 1 := by
  have h1 : -H 0 1 = H 0 1 := by
    simpa [Matrix.mul_apply, Fin.sum_univ_two] using congrFun (congrFun hm 0) 1
  have h2 : H 1 0 = -H 1 0 := by
    simpa [Matrix.mul_apply, Fin.sum_univ_two] using congrFun (congrFun hm 1) 0
  have h3 : H 0 0 = H 1 1 := by
    simpa [Matrix.mul_apply, Fin.sum_univ_two] using congrFun (congrFun hr 0) 1
  have h4 : H 0 1 = 0 := by linear_combination (-1 / 2) * h1
  have h5 : H 1 0 = 0 := by linear_combination (1 / 2) * h2
  ext i j
  fin_cases i <;> fin_cases j <;> simp [h3, h4, h5]

end AbelianPointGroups
```

The fourfold rotation and the mirror do not commute. For a $2\times2$ matrix $H$, Hermitian or not, commuting with the mirror gives $-H_{01}=H_{01}$ and $H_{10}=-H_{10}$, so both vanish. Commuting with the rotation gives $H_{00}=H_{11}$. Hence $H=H_{00}\,1$, and the pair $p_x,p_y$ is degenerate in this two-level model.

```lean
#print axioms AbelianPointGroups.irrep_one_dimensional
#print axioms AbelianPointGroups.C2v_irrep
#print axioms AbelianPointGroups.exists_nondegenerate_hamiltonian
#print axioms AbelianPointGroups.C4v_forces_degeneracy
```

```
'AbelianPointGroups.irrep_one_dimensional' depends on axioms: [propext, Classical.choice, Quot.sound]
'AbelianPointGroups.C2v_irrep' depends on axioms: [propext, Classical.choice, Quot.sound]
'AbelianPointGroups.exists_nondegenerate_hamiltonian' depends on axioms: [propext, Classical.choice, Quot.sound]
'AbelianPointGroups.C4v_forces_degeneracy' depends on axioms: [propext, Classical.choice, Quot.sound]
```
